# On a uniform one-dimensional mesh, averaging the consistent and lumped masses of linear elements puts the free-particle eigenvalue below the exact one at every non-zero wave number

## Does the averaged mass matrix still bound the energy from above?

I compute the energy of a free particle with linear finite elements on a uniform one-dimensional mesh, and by the discrete eigenvalue at wave number \(k\) I mean the number \(\lambda\) for which the sampled plane wave satisfies \(Ku=\lambda Mu\) at every node. Here \(K\) is the stiffness matrix and \(M\) the mass matrix.

With the consistent mass \((1,4,1)/6\) my eigenvalues are too high. With the lumped mass \((0,1,0)\) they are too low, and the leading errors are equal and opposite. So I averaged the two masses, and the long-wave results became much better. Can I still treat them as upper bounds, as I did with the consistent mass?

## The averaged eigenvalue is too low at every non-zero phase

No. Let \(h\) be the mesh width and \(t=kh\) the phase advance per element, so that \(u_j=e^{itj}\) at node \(j\). Measure \(\lambda\) in units of \(1/h^2\); the exact eigenvalue of \(-d^2/dx^2\) is then \(t^2\). The averaged mass gives a value strictly below \(t^2\) for every real \(t\neq0\), whereas the consistent mass gives one strictly above it for \(0<|t|\le\pi\).

The consistent mass holds the true overlap integrals of the piecewise linear trial functions, which is what the variational argument needs. The averaged mass does not.

### From stencils to eigenvalues

A neighbouring node differs by a phase, \(u_{j\pm1}=e^{\pm it}u_j\), so a stencil \((a,b,a)\) acts as

\[
a u_{j-1}+b u_j+a u_{j+1}=(b+2a\cos t)\,u_j .
\]

Write \(c=\cos t\). The stiffness \((-1,2,-1)\) has the factor \(2-2c\). The averaged mass is

\[
\tfrac12\left[\tfrac16(1,4,1)+(0,1,0)\right]=\tfrac1{12}(1,10,1),
\]

with factor \((5+c)/6\). The consistent mass has the factor \((2+c)/3\). Both are positive, and division gives

\[
\lambda_{\rm av}=\frac{12(1-c)}{5+c},\qquad
\lambda_{\rm cons}=\frac{6(1-c)}{2+c}.
\]

At \(t=\pi\) these are 6 and 12, while the exact value is \(\pi^2\approx9.87\).

### Bounds on the cosine

Start from \(\cos x\ge1-x^2/2\) and integrate from 0 to \(x\ge0\) four times:

\[
\begin{aligned}
\sin x&\ge x-\tfrac{x^3}{6}, &
\cos x&\le 1-\tfrac{x^2}{2}+\tfrac{x^4}{24},\\
\sin x&\le x-\tfrac{x^3}{6}+\tfrac{x^5}{120}, &
\cos x&\ge 1-\tfrac{x^2}{2}+\tfrac{x^4}{24}-\tfrac{x^6}{720}.
\end{aligned}
\]

The two cosine bounds are even, so they hold for all real \(x\).

### Below with the averaged mass

Since \(5+c>0\), the claim \(\lambda_{\rm av}<t^2\) is equivalent to \((12+t^2)c-12+5t^2>0\). Inserting the sextic lower bound gives

\[
(12+t^2)c-12+5t^2\ \ge\ \frac{t^6(18-t^2)}{720},
\]

which is positive for \(0<t^2<18\). If \(t^2\ge18\), then

\[
t^2(5+c)-12(1-c)\ge 18(5+c)-12(1-c)=78+30c\ge48>0 .
\]

### Above with the consistent mass

Here the claim \(t^2<\lambda_{\rm cons}\) is equivalent to \(6-2t^2-(6+t^2)c>0\). The quartic upper bound gives

\[
6-2t^2-(6+t^2)c\ \ge\ \frac{t^4(6-t^2)}{24},
\]

which settles \(0<t^2<6\).

For \(t^2\ge6\) and \(|t|\le\pi\), put \(s=\pi-|t|\). Then \(c=-\cos s\le-1+s^2/2\), and it is enough to show \(t^2+(6+t^2)s^2/2<12\). In this range \(|t|\ge2.449\), hence \(0\le s\le0.6926\). Also \(t^2\le(3.1416-s)^2\le10\). Therefore

\[
t^2+\tfrac12(6+t^2)s^2\le(3.1416-s)^2+8s^2
< 9.87-6.2832\,s+9s^2 .
\]

Because \(9s^2\le6.2334\,s\), the right-hand side is at most 9.87.

### The Lean file

```lean
import Mathlib

open Complex (I)

namespace AveragedMassDispersion

noncomputable section

/-- The symmetric three-point stencil `(a, b, a)` acting on a lattice function. -/
def stencil (a b : ℝ) (u : ℤ → ℂ) (j : ℤ) : ℂ :=
  a * u (j - 1) + b * u j + a * u (j + 1)

/-- The plane wave with phase advance `t` (wave number times mesh width) per element. -/
def planeWave (t : ℝ) (j : ℤ) : ℂ := Complex.exp (t * j * I)

/-- The linear-element stiffness stencil `(-1, 2, -1)`, in units of the inverse mesh width. -/
def stiffness : (ℤ → ℂ) → ℤ → ℂ := stencil (-1) 2

/-- The consistent linear-element mass stencil `(1, 4, 1)/6`, in units of the mesh width. -/
def consistentMass : (ℤ → ℂ) → ℤ → ℂ := stencil (1 / 6) (4 / 6)

/-- The lumped mass stencil `(0, 1, 0)`, in units of the mesh width. -/
def lumpedMass : (ℤ → ℂ) → ℤ → ℂ := stencil 0 1

/-- The mean of the consistent and the lumped mass. -/
def averagedMass (u : ℤ → ℂ) (j : ℤ) : ℂ := (consistentMass u j + lumpedMass u j) / 2

/-- The plane wave of phase `t` solves the discrete problem `K u = lam M u` at every node,
with `K` the stiffness and `M` the chosen mass. -/
def IsPlaneWaveEigenvalue (M : (ℤ → ℂ) → ℤ → ℂ) (t lam : ℝ) : Prop :=
  ∀ j, stiffness (planeWave t) j = lam * M (planeWave t) j

/-- The averaged mass is the stencil `(1, 10, 1)/12`. -/
theorem averagedMass_eq : averagedMass = stencil (1 / 12) (10 / 12) := by
  funext u j
  simp only [averagedMass, consistentMass, lumpedMass, stencil]
  push_cast
  ring

/-- A stencil `(a, b, a)` multiplies a plane wave of phase `t` by `b + 2 a cos t`. -/
theorem stencil_planeWave (a b t : ℝ) (j : ℤ) :
    stencil a b (planeWave t) j = ((b + 2 * a * Real.cos t : ℝ) : ℂ) * planeWave t j := by
  -- a shift by one node is a phase factor
  have h1 : planeWave t (j - 1) = Complex.exp (-(t : ℂ) * I) * planeWave t j := by
    unfold planeWave
    rw [← Complex.exp_add]
    congr 1
    push_cast
    ring
  have h2 : planeWave t (j + 1) = Complex.exp ((t : ℂ) * I) * planeWave t j := by
    unfold planeWave
    rw [← Complex.exp_add]
    congr 1
    push_cast
    ring
  have h3 := Complex.two_cos (t : ℂ)
  unfold stencil
  rw [h1, h2]
  push_cast
  linear_combination (-(a : ℂ) * planeWave t j) * h3

/-- For a mass stencil `(a, b, a)` whose factor `b + 2 a cos t` is non-zero, the plane-wave
eigenvalue is the ratio of the stiffness factor to the mass factor. -/
theorem eigenvalue_iff {a b t lam : ℝ} (hm : b + 2 * a * Real.cos t ≠ 0) :
    IsPlaneWaveEigenvalue (stencil a b) t lam ↔
      lam = (2 - 2 * Real.cos t) / (b + 2 * a * Real.cos t) := by
  simp only [IsPlaneWaveEigenvalue, stiffness, stencil_planeWave]
  constructor
  · intro h
    have h0 := h 0
    rw [← mul_assoc] at h0
    have h1 := mul_right_cancel₀ (Complex.exp_ne_zero _) h0
    have h2 : 2 + 2 * (-1) * Real.cos t = lam * (b + 2 * a * Real.cos t) := by
      exact_mod_cast h1
    rw [eq_div_iff hm]
    linarith
  · intro h j
    have h' : 2 + 2 * (-1) * Real.cos t = lam * (b + 2 * a * Real.cos t) := by
      rw [h, div_mul_cancel₀ _ hm]
      ring
    rw [h', Complex.ofReal_mul, mul_assoc]

/-- With the averaged mass the plane-wave eigenvalue is `12 (1 - cos t) / (5 + cos t)`. -/
theorem averaged_eigenvalue_iff (t lam : ℝ) :
    IsPlaneWaveEigenvalue averagedMass t lam ↔
      lam = 12 * (1 - Real.cos t) / (5 + Real.cos t) := by
  have hc := Real.neg_one_le_cos t
  have h1 : 10 / 12 + 2 * (1 / 12) * Real.cos t ≠ 0 := ne_of_gt (by linarith)
  have h2 : 5 + Real.cos t ≠ 0 := ne_of_gt (by linarith)
  have h3 : (2 - 2 * Real.cos t) / (10 / 12 + 2 * (1 / 12) * Real.cos t)
      = 12 * (1 - Real.cos t) / (5 + Real.cos t) := by
    rw [div_eq_div_iff h1 h2]
    ring
  rw [averagedMass_eq, eigenvalue_iff h1, h3]

/-- Two functions that agree at the origin stay ordered on the positive axis if their
derivatives are ordered there. -/
theorem le_of_deriv_le {f g f' g' : ℝ → ℝ} (hf : ∀ x, HasDerivAt f (f' x) x)
    (hg : ∀ x, HasDerivAt g (g' x) x) (h : ∀ x, 0 ≤ x → f' x ≤ g' x)
    (h0 : f 0 = g 0) {t : ℝ} (ht : 0 ≤ t) : f t ≤ g t := by
  have hd : ∀ x, HasDerivAt (fun y => g y - f y) (g' x - f' x) x :=
    fun x => (hg x).fun_sub (hf x)
  have hmono : MonotoneOn (fun y => g y - f y) (Set.Ici 0) := by
    apply monotoneOn_of_deriv_nonneg (convex_Ici 0)
    · exact fun x _ => (hd x).continuousAt.continuousWithinAt
    · exact fun x _ => (hd x).differentiableAt.differentiableWithinAt
    · intro x hx
      rw [(hd x).deriv]
      exact sub_nonneg.2 (h x (interior_subset hx))
  have h1 : g 0 - f 0 ≤ g t - f t := hmono (Set.mem_Ici.2 le_rfl) (Set.mem_Ici.2 ht) ht
  linarith

/-- The cosine lies between its Taylor polynomials of degree six and four. -/
theorem cos_taylor_bounds (t : ℝ) :
    1 - t ^ 2 / 2 + t ^ 4 / 24 - t ^ 6 / 720 ≤ Real.cos t ∧
      Real.cos t ≤ 1 - t ^ 2 / 2 + t ^ 4 / 24 := by
  have d (n : ℕ) (c x : ℝ) := (hasDerivAt_pow n x).div_const c
  have d3 : ∀ x : ℝ, HasDerivAt (fun y : ℝ => y - y ^ 3 / 6) (1 - x ^ 2 / 2) x := fun x =>
    ((hasDerivAt_id' x).fun_sub (d 3 6 x)).congr_deriv (by norm_num; ring)
  have d4 : ∀ x : ℝ, HasDerivAt (fun y : ℝ => 1 - y ^ 2 / 2 + y ^ 4 / 24)
      (-(x - x ^ 3 / 6)) x := fun x =>
    (((hasDerivAt_const x (1 : ℝ)).fun_sub (d 2 2 x)).fun_add (d 4 24 x)).congr_deriv
      (by norm_num; ring)
  have d5 : ∀ x : ℝ, HasDerivAt (fun y : ℝ => y - y ^ 3 / 6 + y ^ 5 / 120)
      (1 - x ^ 2 / 2 + x ^ 4 / 24) x := fun x =>
    (((hasDerivAt_id' x).fun_sub (d 3 6 x)).fun_add (d 5 120 x)).congr_deriv
      (by norm_num; ring)
  have d6 : ∀ x : ℝ, HasDerivAt (fun y : ℝ => 1 - y ^ 2 / 2 + y ^ 4 / 24 - y ^ 6 / 720)
      (-(x - x ^ 3 / 6 + x ^ 5 / 120)) x := fun x =>
    ((((hasDerivAt_const x (1 : ℝ)).fun_sub (d 2 2 x)).fun_add (d 4 24 x)).fun_sub
      (d 6 720 x)).congr_deriv (by norm_num; ring)
  -- integrate the elementary bound on the cosine four times
  have s3 : ∀ x : ℝ, 0 ≤ x → x - x ^ 3 / 6 ≤ Real.sin x := fun x hx =>
    le_of_deriv_le d3 Real.hasDerivAt_sin
      (fun y _ => Real.one_sub_sq_div_two_le_cos) (by simp) hx
  have c4 : ∀ x : ℝ, 0 ≤ x → Real.cos x ≤ 1 - x ^ 2 / 2 + x ^ 4 / 24 := fun x hx =>
    le_of_deriv_le Real.hasDerivAt_cos d4 (fun y hy => neg_le_neg (s3 y hy)) (by simp) hx
  have s5 : ∀ x : ℝ, 0 ≤ x → Real.sin x ≤ x - x ^ 3 / 6 + x ^ 5 / 120 := fun x hx =>
    le_of_deriv_le Real.hasDerivAt_sin d5 c4 (by simp) hx
  have c6 : ∀ x : ℝ, 0 ≤ x → 1 - x ^ 2 / 2 + x ^ 4 / 24 - x ^ 6 / 720 ≤ Real.cos x :=
    fun x hx =>
      le_of_deriv_le d6 Real.hasDerivAt_cos (fun y hy => neg_le_neg (s5 y hy)) (by simp) hx
  -- all terms are even in `t`
  rcases le_total 0 t with ht | ht
  · exact ⟨c6 t ht, c4 t ht⟩
  · have h6 := c6 (-t) (by linarith)
    have h4 := c4 (-t) (by linarith)
    rw [Real.cos_neg] at h6 h4
    constructor <;> nlinarith

/-- With the averaged mass, the eigenvalue of every plane wave with `t ≠ 0` lies strictly
below the exact value `t ^ 2` of the operator `-d²/dx²` (in units of the inverse squared
mesh width). -/
theorem averaged_eigenvalue_lt_exact {t lam : ℝ} (ht : t ≠ 0)
    (h : IsPlaneWaveEigenvalue averagedMass t lam) : lam < t ^ 2 := by
  have hc := Real.neg_one_le_cos t
  have hp : 0 < t ^ 2 := by positivity
  rw [(averaged_eigenvalue_iff t lam).1 h, div_lt_iff₀ (by linarith)]
  rcases lt_or_ge (t ^ 2) 18 with h18 | h18
  · -- the sextic bound leaves a positive remainder
    have h1 := mul_nonneg (by positivity : (0 : ℝ) ≤ 12 + t ^ 2)
      (sub_nonneg.2 (cos_taylor_bounds t).1)
    have h2 := mul_pos (pow_pos hp 3) (sub_pos.2 h18)
    nlinarith
  · have h1 := mul_nonneg (sub_nonneg.2 h18) (by linarith : 0 ≤ 5 + Real.cos t)
    nlinarith

/-- With the consistent mass, the eigenvalue of a plane wave with `0 < |t| ≤ π` lies strictly
above the exact value `t ^ 2`. -/
theorem exact_lt_consistent_eigenvalue {t lam : ℝ} (ht : t ≠ 0) (hpi : |t| ≤ Real.pi)
    (h : IsPlaneWaveEigenvalue consistentMass t lam) : t ^ 2 < lam := by
  have hc := Real.neg_one_le_cos t
  have hp : 0 < t ^ 2 := by positivity
  have hm : 0 < 4 / 6 + 2 * (1 / 6) * Real.cos t := by linarith
  rw [(eigenvalue_iff hm.ne').1 h, lt_div_iff₀ hm]
  rcases lt_or_ge (t ^ 2) 6 with h6 | h6
  · have h1 := mul_nonneg (by positivity : (0 : ℝ) ≤ 6 + t ^ 2)
      (sub_nonneg.2 (cos_taylor_bounds t).2)
    have h2 := mul_pos (pow_pos hp 2) (sub_pos.2 h6)
    nlinarith
  · -- near the zone boundary, expand in the distance `s` from `π`
    obtain ⟨s, hs⟩ : ∃ s, s = Real.pi - |t| := ⟨_, rfl⟩
    have hs0 : 0 ≤ s := by linarith
    have hsq := sq_abs t
    have ha0 := abs_nonneg t
    have ha : 2.449 ≤ |t| := by
      by_contra hlt
      push Not at hlt
      nlinarith
    have hpi4 := Real.pi_lt_d4
    have hs1 : s ≤ 0.6926 := by linarith
    have hcs : Real.cos t ≤ -1 + s ^ 2 / 2 := by
      have h1 : 1 - s ^ 2 / 2 ≤ Real.cos s := Real.one_sub_sq_div_two_le_cos
      rw [hs, Real.cos_pi_sub, Real.cos_abs, ← hs] at h1
      linarith
    have ht2 : t ^ 2 ≤ (3.1416 - s) ^ 2 := by
      rw [← hsq]
      exact pow_le_pow_left₀ ha0 (by linarith) 2
    have h10 : t ^ 2 ≤ 10 := by nlinarith
    have h1 := mul_nonneg (by positivity : (0 : ℝ) ≤ 6 + t ^ 2) (sub_nonneg.2 hcs)
    have h2 := mul_nonneg (sq_nonneg s) (sub_nonneg.2 h10)
    have h3 := mul_nonneg hs0 (sub_nonneg.2 hs1)
    nlinarith

end

end AveragedMassDispersion
```

```lean
#print axioms AveragedMassDispersion.averaged_eigenvalue_lt_exact
#print axioms AveragedMassDispersion.exact_lt_consistent_eigenvalue
```

```
'AveragedMassDispersion.averaged_eigenvalue_lt_exact' depends on axioms: [propext, Classical.choice, Quot.sound]
'AveragedMassDispersion.exact_lt_consistent_eigenvalue' depends on axioms: [propext, Classical.choice, Quot.sound]
```

### What the definitions and theorems say

A lattice function is a map `ℤ → ℂ`, so the mesh is infinite and has no boundary. In `stencil a b` the outer weight comes first and the central weight second. The letter `t` is a phase, not a time, and `lam` is the real number \(\lambda\). The factors \(1/h\) of the stiffness and \(h\) of the mass are scaled out, so the physical eigenvalue is \(\lambda/h^2\).

`IsPlaneWaveEigenvalue M t lam` is the equation \(Ku=\lambda Mu\) at every node, for the plane wave of phase `t`. The closed formula for the averaged mass is a theorem, `averaged_eigenvalue_iff`: a real number solves the equation exactly when it equals \(12(1-\cos t)/(5+\cos t)\).

The two comparisons are `averaged_eigenvalue_lt_exact`, for all `t ≠ 0`, and `exact_lt_consistent_eigenvalue`, which also requires `|t| ≤ Real.pi`. At \(t=0\) both sides vanish, so strictness fails. At \(t=2\pi\) the consistent eigenvalue is 0, so the upper bound cannot hold for all non-zero phases.

The step from this model to your finite-element problem is the assembly: integrating products of hat functions and of their derivatives yields the consistent mass and stiffness stencils, which Lean takes as definitions. Potentials, non-uniform meshes and higher dimensions do not enter.

For a free electron of mass \(m\) on such a mesh, the kinetic energy is \(\hbar^2\lambda/(2mh^2)\), so the averaged mass underestimates it at every non-zero wave number and a lower energy is no longer a sign of a better one.

### How Lean reaches the two inequalities

`averagedMass_eq` computes the mean stencil. `stencil_planeWave` writes each shift as a phase factor and combines the two exponentials through `Complex.two_cos`. In `eigenvalue_iff`, the forward direction evaluates the equation at node 0 and cancels the non-zero exponential; the converse multiplies the plane wave back in at every node.

`cos_taylor_bounds` carries out the four integrations as `s3`, `c4`, `s5` and `c6`, then treats negative `t` by evenness.

Both final theorems clear the positive denominator and split into the cases used above. Before calling `nlinarith`, they supply the decisive products. For the averaged mass with \(t^2<18\), these are \((12+t^2)\) times the gap in the sextic bound, and \(t^6(18-t^2)\). The first plus \(1/720\) of the second is exactly the difference to be shown positive. The zone-boundary case likewise receives the products involving \(s\).

### Integration replaced by monotonicity

No integral appears in the file. Each integration is a call to `le_of_deriv_le`: if \(f(0)=g(0)\) and \(f'\le g'\) for \(x\ge0\), then \(f\le g\) there.

Its core is Mathlib's `monotoneOn_of_deriv_nonneg`, applied to \(g-f\) on the half-line `Set.Ici 0`. That theorem asks for a convex set, continuity on it, and differentiability with a non-negative derivative on its interior. The `HasDerivAt` hypotheses provide both continuity and differentiability, and `(hd x).deriv` replaces the abstract derivative by \(g'(x)-f'(x)\). The interior never has to be computed, since `interior_subset` already gives \(x\ge0\). Monotonicity between 0 and \(t\) then yields \(g(0)-f(0)\le g(t)-f(t)\), and the left-hand side is zero.
